# Summing over assignments of particles to levels, weighted by the permutations that fix them, counts each occupation N! times

Put `N` labelled particles into a finite set of levels, and let `w` be any function of the occupation, that is, of the multiset of occupied levels, with values in a commutative ring. The theorem `sum_assignments` says that if each assignment `f` is weighted by the number of particle permutations that leave it unchanged, the sum of `w (occupation f)` over all assignments is `N!` times the sum of `w` over all occupations. The proof groups the assignments by occupation and fixes a reference assignment `g` in each group. It then shows that as many permutations fix `f` as carry `g` to `f`, and that over the whole group these counts add up to `N!`, the number of all permutations.

The first attempt, which Lean rejects:

```lean
import Mathlib

open Finset
open Equiv (Perm)
open scoped Classical

namespace SumAssignments

noncomputable section

variable {ι R : Type*} [Fintype ι] [CommRing R] {N : ℕ}

/-- The multiset of occupied levels when particle `i` sits in level `f i`. -/
def occupation (f : Fin N → ι) : Sym ι N := ⟨univ.val.map f, by simp⟩

omit [Fintype ι] in
/-- Two assignments of particles to levels with the same occupation differ by a permutation
of the particles. -/
theorem exists_perm_of_occupation_eq (f g : Fin N → ι) (h : occupation f = occupation g) :
    ∃ τ : Perm (Fin N), f = g ∘ τ := by
  have key : ∀ (u : Fin N → ι) (a : ι),
      Fintype.card {i // u i = a} = (univ.val.map u).count a := by
    intro u a
    rw [Multiset.count_map, Fintype.card_subtype]
    refine congrArg Multiset.card ?_
    rw [Finset.filter_val]
    exact Multiset.filter_congr fun i _ => eq_comm
  have hc : ∀ a, Fintype.card {i // f i = a} = Fintype.card {i // g i = a} := by
    intro a
    rw [key, key]
    exact congrArg (fun s : Sym ι N => s.1.count a) h
  exact ⟨Equiv.ofFiberEquiv (f := f) (g := g) fun a => Fintype.equivOfCardEq (hc a),
    funext fun i => (Equiv.ofFiberEquiv_map _ i).symm⟩

/-- Summing over assignments of particles to levels, each weighted by the number of
permutations that leave it unchanged, counts every occupation exactly `N!` times. -/
theorem sum_assignments (w : Sym ι N → R) :
    ∑ f : Fin N → ι, ((univ.filter fun σ : Perm (Fin N) => f ∘ σ = f).card : R)
      * w (occupation f) = (N.factorial : R) * ∑ s, w s := by
  rw [← Finset.sum_fiberwise univ (occupation (ι := ι) (N := N)), Finset.mul_sum]
  refine sum_congr rfl fun s _ => ?_
  -- a reference assignment `g` with occupation `s`
  obtain ⟨g, hg⟩ : ∃ g : Fin N → ι, occupation g = s := by
    obtain ⟨m, hm⟩ := s
    obtain ⟨l, rfl⟩ := Quot.exists_rep m
    have hl : l.length = N := hm
    subst hl
    exact ⟨l.get, Subtype.ext ((Fin.univ_val_map _).trans
      (congrArg (fun l : List ι => (l : Multiset ι)) (List.ofFn_get l)))⟩
  -- permutations fixing `f` correspond to permutations carrying `g` to `f`
  have hcount : ∀ f : Fin N → ι, occupation f = s →
      (univ.filter fun σ : Perm (Fin N) => f ∘ σ = f).card
        = (univ.filter fun σ : Perm (Fin N) => g ∘ σ = f).card := by
    intro f hf
    obtain ⟨τ, hτ⟩ := exists_perm_of_occupation_eq f g (hf.trans hg.symm)
    have hmul : ∀ σ : Perm (Fin N), g ∘ ⇑(τ * σ) = f ∘ σ := by
      intro σ
      rw [hτ]
      rfl
    refine Finset.card_bij (fun σ _ => τ * σ) ?_ ?_ ?_
    · intro σ hσ
      exact mem_filter.2 ⟨mem_univ _, (hmul σ).trans (mem_filter.1 hσ).2⟩
    · intro a _ b _ h
      exact mul_left_cancel h
    · intro σ hσ
      refine ⟨τ⁻¹ * σ, mem_filter.2 ⟨mem_univ _, ?_⟩, mul_inv_cancel_left τ σ⟩
      rw [← hmul, mul_inv_cancel_left]
      exact (mem_filter.1 hσ).2
  have htot := Finset.card_eq_sum_card_fiberwise (s := (univ : Finset (Perm (Fin N))))
    (t := univ.filter fun f : Fin N → ι => occupation f = s) (f := fun σ => g ∘ σ) (by
      intro σ _
      refine mem_coe.2 (mem_filter.2 ⟨mem_univ _, Eq.trans (Subtype.ext ?_) hg⟩)
      have hσ : univ.val.map σ = univ.val := congrArg Finset.val (Finset.map_univ_equiv σ)
      change univ.val.map (g ∘ σ) = univ.val.map g
      rw [← Multiset.map_map, hσ])
  rw [Finset.card_univ, Fintype.card_perm, Fintype.card_fin] at htot
  rw [htot, Nat.cast_sum, Finset.sum_mul]
  refine sum_congr rfl fun f hf => ?_
  rw [hcount f (mem_filter.1 hf).2, (mem_filter.1 hf).2]

end

end SumAssignments
```

The compiler's answer:

```
Main.lean:69:55: error: Application type mismatch: The argument
  univ
has type
  Finset (Perm (Fin N))
but is expected to have type
  Finset (?m.323 → Fin N)
in the application
  @card_eq_sum_card_fiberwise (?m.323 → Fin N) (?m.323 → ι) ?m.318 (fun σ => g ∘ σ) univ
Main.lean:73:88: error: Application type mismatch: The argument
  σ
has type
  Fin N → Fin N
but is expected to have type
  ?m.382 ≃ ?m.381
in the application
  map_univ_equiv σ
```

Both errors come from the missing type on `σ` in `fun σ => g ∘ σ`. In `card_eq_sum_card_fiberwise` the function argument comes before the finite set, so Lean elaborates it first. Knowing only that `σ` is composed with `g`, it takes `σ` to be a plain function into `Fin N`. The set `s` must then consist of such functions, and the first message rejects `univ`, which is a set of permutations.

The second message follows from the same choice. Inside the proof that each `g ∘ σ` has occupation `s`, `σ` is a function `Fin N → Fin N`, but `Finset.map_univ_equiv` needs an equivalence.

The diff writes `fun σ : Perm (Fin N) => g ∘ σ`. Now `σ` is a permutation from the start, and Lean coerces it to a function only for the composition. The set `univ` has the expected type, and the `σ` introduced in the proof is an equivalence, as `Finset.map_univ_equiv` requires. Moving the argument to its own line is only layout.

After these edits no error is left:

```diff
@@ -68,5 +68,6 @@
       exact (mem_filter.1 hσ).2
   have htot := Finset.card_eq_sum_card_fiberwise (s := (univ : Finset (Perm (Fin N))))
-    (t := univ.filter fun f : Fin N → ι => occupation f = s) (f := fun σ => g ∘ σ) (by
+    (t := univ.filter fun f : Fin N → ι => occupation f = s)
+    (f := fun σ : Perm (Fin N) => g ∘ σ) (by
       intro σ _
       refine mem_coe.2 (mem_filter.2 ⟨mem_univ _, Eq.trans (Subtype.ext ?_) hg⟩)
```
